# The squared modulus of a mass-disorder scattering amplitude as a double sum over pairs of atoms

The theorem `intensity_eq_sum` concerns finitely many atoms with fixed real mass deviations x_a, and two vibrational modes e and f, which may be any complex displacement vectors. The amplitude is the inner product of f with the vector got from e by multiplying each atom's displacement by x_a, and the theorem says that its squared modulus is the sum over all pairs of atoms a, b of x_a x_b Re(s_a* s_b), where s_a is the overlap of f and e on atom a. The modes need not be normalised; for nonzero modes, the value for normalised ones is got by dividing by ‖f‖²‖e‖². The proof writes the amplitude as a sum over atoms, splits its squared modulus into the squares of the real and imaginary parts, expands each into a double sum, and compares the two sides term by term.

As first written in Lean, the proof fails:

```lean
import Mathlib

open MeasureTheory ComplexConjugate

namespace MassDisorderScattering

noncomputable section

variable {ι κ Ω : Type*} [Fintype ι] [Fintype κ] [MeasurableSpace Ω]

/-- A vibrational mode: three complex displacement components on every atom. -/
abbrev Mode (ι : Type*) := EuclideanSpace ℂ (ι × Fin 3)

/-- The mass perturbation: the displacement of atom `a` is multiplied by its mass
deviation `x a`. -/
def massDisorder (x : ι → ℝ) (e : Mode ι) : Mode ι :=
  WithLp.toLp 2 (fun p => (x p.1 : ℂ) * e p)

/-- The overlap of the polarisation vectors of the modes `f` and `e` on atom `a`. -/
def siteOverlap (f e : Mode ι) (a : ι) : ℂ :=
  ∑ i : Fin 3, conj (f (a, i)) * e (a, i)

/-- The scattering amplitude from `e` to `f` is the sum over atoms of the mass deviation
times the site overlap. -/
theorem amplitude_eq_sum (x : ι → ℝ) (f e : Mode ι) :
    inner ℂ f (massDisorder x e) = ∑ a, (x a : ℂ) * siteOverlap f e a := by
  simp only [PiLp.inner_apply, RCLike.inner_apply, massDisorder, siteOverlap,
    Fintype.sum_prod_type, Finset.mul_sum]
  refine Finset.sum_congr rfl fun a _ => Finset.sum_congr rfl fun i _ => ?_
  ring

/-- The scattered intensity is a double sum over atoms of products of mass deviations and
interference terms. -/
theorem intensity_eq_sum (x : ι → ℝ) (f e : Mode ι) :
    ‖inner ℂ f (massDisorder x e)‖ ^ 2 =
      ∑ a, ∑ b, (x a * x b) * (conj (siteOverlap f e a) * siteOverlap f e b).re := by
  rw [amplitude_eq_sum, Complex.sq_norm, Complex.normSq_apply, Complex.re_sum,
    Complex.im_sum, Finset.sum_mul_sum, Finset.sum_mul_sum, ← Finset.sum_add_distrib]
  refine Finset.sum_congr rfl fun a _ => ?_
  rw [← Finset.sum_add_distrib]
  refine Finset.sum_congr rfl fun b _ => ?_
  simp only [Complex.re_ofReal_mul, Complex.im_ofReal_mul, Complex.mul_re,
    Complex.conj_re, Complex.conj_im]
  ring

end

end MassDisorderScattering
```

Messages:

```
Try this:
  [apply] ring_nf
  
  The `ring` tactic failed to close the goal. Use `ring_nf` to obtain a normal form.
    
  Note that `ring` works primarily in *commutative* rings. If you have a noncommutative ring, abelian group or module, consider using `noncomm_ring`, `abel` or `module` instead.
Main.lean:36:83: error: unsolved goals
ι : Type u_1
inst✝ : Fintype ι
x : ι → ℝ
f e : Mode ι
a : ι
x✝¹ : a ∈ Finset.univ
b : ι
x✝ : b ∈ Finset.univ
⊢ (↑(x a)).re * (siteOverlap f e a).re * (↑(x b)).re * (siteOverlap f e b).re -
            (↑(x a)).re * (siteOverlap f e a).re * (↑(x b)).im * (siteOverlap f e b).im -
          (↑(x a)).im * (siteOverlap f e a).im * (↑(x b)).re * (siteOverlap f e b).re +
        (↑(x a)).im * (siteOverlap f e a).im * (↑(x b)).im * (siteOverlap f e b).im +
      (siteOverlap f e a).im * (siteOverlap f e b).im * x a * x b =
    (siteOverlap f e a).re * (siteOverlap f e b).re * x a * x b +
      (siteOverlap f e a).im * (siteOverlap f e b).im * x a * x b
Main.lean:42:13: warning: This simp argument is unused:
  Complex.re_ofReal_mul

Hint: Omit it from the simp argument list.
  [apply] simp only [Complex.im_ofReal_mul, Complex.mul_re, Complex.conj_re, Complex.conj_im]

Note: This linter can be disabled with `set_option linter.unusedSimpArgs false`
```

The mended proof, as a diff:

```diff
@@ -40,5 +40,5 @@
   rw [← Finset.sum_add_distrib]
   refine Finset.sum_congr rfl fun b _ => ?_
-  simp only [Complex.re_ofReal_mul, Complex.im_ofReal_mul, Complex.mul_re,
+  simp only [Complex.mul_re, Complex.mul_im, Complex.ofReal_re, Complex.ofReal_im,
     Complex.conj_re, Complex.conj_im]
   ring
```

Cause. The error shows the goal left after `ring` failed to close it and fell back to `ring_nf`. It still contains `(↑(x a)).re` and `(↑(x a)).im`, the real and imaginary parts of a real number cast to ℂ. These are `x a` and 0, but `ring` doesn't know that and treats them as unknowns.

They come from `Complex.mul_re`. The `simp only` call needs it for the product of overlaps on the right, but it also applies to the real part of `↑(x a) * siteOverlap f e a` on the left. There it got in before `Complex.re_ofReal_mul`, which would have given `x a * (siteOverlap f e a).re` directly; hence the warning that this lemma is unused. Nothing in the list could then simplify the parts of the cast.

The repair adds `Complex.ofReal_re` and `Complex.ofReal_im`, which do so, and `ring` can finish. Dropping the unused lemma is mere tidying. So is replacing `Complex.im_ofReal_mul`, which had worked, with `Complex.mul_im`, so that both parts are expanded in the same way.
